# A two-mode width matrix with positive principal widths is positive definite at every rotation angle

For two normal modes mixed by a Duschinsky rotation through an angle t, the width matrix is R(t) diag(b₁, b₂) R(t)ᵀ, a real 2×2 matrix with principal widths b₁ and b₂ along the rotated axes. The theorem `rotatedWidth_posDef` states that if both principal widths are strictly positive, this matrix is positive definite for every real t. The attempt writes out the matrix entries, checks symmetry, and takes a nonzero vector x. In rotated coordinates u and v the quadratic form should be b₁u² + b₂v², which is shown to be positive because u² + v² equals the squared length of x. The last step is to identify this expression with the form in the goal.

An attempt in Lean 4 with a fault in it:

```lean
import Mathlib

open Matrix MeasureTheory

namespace RotatedWidthPosDef

noncomputable section

/-- The Duschinsky rotation of the two normal modes by the angle `t`. -/
def modeRotation (t : ℝ) : Matrix (Fin 2) (Fin 2) ℝ :=
  !![Real.cos t, -Real.sin t; Real.sin t, Real.cos t]

/-- The width matrix with principal widths `b1`, `b2` along axes rotated by `t`. -/
def rotatedWidth (b1 b2 t : ℝ) : Matrix (Fin 2) (Fin 2) ℝ :=
  modeRotation t * !![b1, 0; 0, b2] * (modeRotation t)ᵀ

/-- The entries of the rotated width matrix. -/
theorem rotatedWidth_eq (b1 b2 t : ℝ) : rotatedWidth b1 b2 t =
    !![b1 * Real.cos t ^ 2 + b2 * Real.sin t ^ 2, (b1 - b2) * Real.cos t * Real.sin t;
       (b1 - b2) * Real.cos t * Real.sin t, b1 * Real.sin t ^ 2 + b2 * Real.cos t ^ 2] := by
  ext i j
  fin_cases i <;> fin_cases j <;>
    simp [rotatedWidth, modeRotation, Matrix.mul_apply, Fin.sum_univ_two] <;> ring

/-- A rotated width matrix with positive principal widths is positive definite. -/
theorem rotatedWidth_posDef {b1 b2 : ℝ} (h1 : 0 < b1) (h2 : 0 < b2) (t : ℝ) :
    (rotatedWidth b1 b2 t).PosDef := by
  rw [Matrix.posDef_iff_dotProduct_mulVec, rotatedWidth_eq]
  refine ⟨by ext i j; fin_cases i <;> fin_cases j <;> simp, ?_⟩
  intro x hx
  have hn : 0 < x 0 ^ 2 + x 1 ^ 2 := by
    have h : x 0 ≠ 0 ∨ x 1 ≠ 0 := by
      by_contra h
      rw [not_or, not_not, not_not] at h
      exact hx (by ext i; fin_cases i; exacts [h.1, h.2])
    rcases h with h | h <;> positivity
  -- in the rotated coordinates `u`, `v` the form is `b1 u² + b2 v²`
  obtain ⟨u, hu⟩ : ∃ u, u = Real.cos t * x 0 + Real.sin t * x 1 := ⟨_, rfl⟩
  obtain ⟨v, hv⟩ : ∃ v, v = Real.cos t * x 1 - Real.sin t * x 0 := ⟨_, rfl⟩
  have huv : 0 < u ^ 2 + v ^ 2 := by
    have e : u ^ 2 + v ^ 2 = x 0 ^ 2 + x 1 ^ 2 := by
      rw [hu, hv]
      linear_combination (x 0 ^ 2 + x 1 ^ 2) * Real.sin_sq_add_cos_sq t
    rwa [e]
  have key : 0 < b1 * u ^ 2 + b2 * v ^ 2 := by
    rcases le_total b1 b2 with h | h
    · nlinarith [mul_pos h1 huv, mul_nonneg (sub_nonneg.2 h) (sq_nonneg v)]
    · nlinarith [mul_pos h2 huv, mul_nonneg (sub_nonneg.2 h) (sq_nonneg u)]
  convert key using 1
  rw [hu, hv]
  simp [Matrix.mulVec, dotProduct, Fin.sum_univ_two]
  ring

end

end RotatedWidthPosDef
```

Lean reports:

```
Main.lean:50:6: error: Tactic `rewrite` failed: Did not find an occurrence of the pattern
  u
in the target expression
  Real.partialOrder.toLT = Real.instLT

case e'_2
b1 b2 : ℝ
h1 : 0 < b1
h2 : 0 < b2
t : ℝ
x : Fin 2 → ℝ
hx : x ≠ 0
hn : 0 < x 0 ^ 2 + x 1 ^ 2
u : ℝ
hu : u = Real.cos t * x 0 + Real.sin t * x 1
v : ℝ
hv : v = Real.cos t * x 1 - Real.sin t * x 0
huv : 0 < u ^ 2 + v ^ 2
key : 0 < b1 * u ^ 2 + b2 * v ^ 2
⊢ Real.partialOrder.toLT = Real.instLT
```

Diagnosis. The message says that `rw [hu, hv]` found no `u` in its target, which was `Real.partialOrder.toLT = Real.instLT`. This is an equation between two ways of supplying the relation `<` on the reals, and has nothing to do with the quadratic form.

It comes from `convert key using 1`. That tactic matches the goal with `key` argument by argument, and the instance behind `<` is one of the arguments. The two instances are written differently, and `convert` left their equality as a goal, which `rw` then met first.

The repair, `refine key.trans_eq ?_`, uses the fact that 0 < a and a = b give 0 < b. Lean accepts the two forms of `<` as the same by unfolding definitions, so the only goal left is that b₁u² + b₂v² equals the quadratic form in x. This does contain `u` and `v`, so the rewrite works, and the unchanged `simp` and `ring` finish the proof.

The change, after which it compiles:

```diff
@@ -47,5 +47,5 @@
     · nlinarith [mul_pos h1 huv, mul_nonneg (sub_nonneg.2 h) (sq_nonneg v)]
     · nlinarith [mul_pos h2 huv, mul_nonneg (sub_nonneg.2 h) (sq_nonneg u)]
-  convert key using 1
+  refine key.trans_eq ?_
   rw [hu, hv]
   simp [Matrix.mulVec, dotProduct, Fin.sum_univ_two]
```
